# Exactly one loss peak above the absorption poles of a finite undamped oscillator model

## Dielectric function and conventions

Take a finite, nonempty set of excitations labelled by $k$, with energies $E_k>0$ and strengths $f_k>0$, in a medium of density $n>0$. Let $s$ be the squared frequency, in units where $\hbar=1$, and define

$$\varepsilon(s)=1+n\sum_k\frac{f_k}{E_k^2-s},\qquad F=\sum_k f_k .$$

The constant prefactors of the optical response are absorbed into $f_k$, so that $nF$ is a squared energy; it plays the part of a squared plasma frequency. The energies and strengths stay fixed when $n$ changes.

Absorption occurs at the poles $s=E_k^2$. Energy loss is governed by $-\operatorname{Im}(1/\varepsilon)$, which without damping is concentrated at the zeros of $\varepsilon$. Here a **loss peak** means a zero of $\varepsilon$ that lies above every pole. Let $b$ and $t$ be labels of a lowest and a highest excitation energy.

The claim is that for each $n>0$ there is exactly one loss peak $s(n)$, and that

$$E_b^2+nF\le s(n)\le E_t^2+nF .$$

Moreover, $s(n)\to E_t^2$ as $n\to0^+$, and $s(n)/(nF)\to1$ as $n\to\infty$.

In a Bethe-Salpeter calculation of optical spectra, $E_k$ and $f_k$ can come from the exciton problem without the long-range Coulomb term. Dark excitons, which have zero strength, are left out of the set, since they contribute nothing to $\varepsilon$. For a finite, undamped set of excitons, the bounds then limit how far the highest loss peak can lie from the absorption lines.

## Derivation from the signs and sizes of the pole terms

**Uniqueness.** Reversing the denominators gives

$$\varepsilon(s)=1-n\sum_k\frac{f_k}{s-E_k^2}.$$

If $s<u$ and both lie above all poles, then $0<s-E_k^2<u-E_k^2$, so every term of the sum is smaller at $u$ than at $s$. Hence $\varepsilon(s)<\varepsilon(u)$, and there is at most one zero above the poles.

**Existence.** Consider the points $s_-=E_t^2+nf_t$ and $s_+=E_t^2+nF$. Since $f_t\le F$, we have $s_-\le s_+$, and both lie above all poles. At $s_-$ the top excitation alone contributes $n f_t/(nf_t)=1$ to the subtracted sum and the other terms are positive, so $\varepsilon(s_-)\le0$. At $s_+$ every distance satisfies $s_+-E_k^2\ge nF$, so the subtracted sum is at most $nF/(nF)=1$ and $\varepsilon(s_+)\ge0$. The function is continuous on $[s_-,s_+]$, so it has a zero there.

**Upper bound.** At a loss peak $s$,

$$n\sum_k\frac{f_k}{s-E_k^2}=1 .$$

Because $s-E_k^2\ge s-E_t^2>0$, this gives $1\le nF/(s-E_t^2)$, which is $s\le E_t^2+nF$.

**Lower bound.** The Cauchy-Schwarz inequality, followed by the zero condition, gives

$$F^2\le\Big(\sum_k f_k(s-E_k^2)\Big)\Big(\sum_k\frac{f_k}{s-E_k^2}\Big)=\frac1n\Big(Fs-\sum_k f_kE_k^2\Big).$$

Multiplying by $n/F$ and rearranging,

$$s\ge nF+\frac{\sum_k f_kE_k^2}{F}.$$

The last term is a weighted mean of the squared energies and is therefore at least $E_b^2$.

**Limits.** For small density, $E_t^2<s(n)\le E_t^2+nF$, and both ends tend to $E_t^2$. For large density, divide the two bounds by $nF$:

$$1+\frac{E_b^2}{nF}\le\frac{s(n)}{nF}\le1+\frac{E_t^2}{nF},$$

where both ends tend to $1$.

**Growth with density.** Let $n<m$, with loss peaks $s$ and $u$ respectively. At $s$ the denser medium has

$$1-m\sum_k\frac{f_k}{s-E_k^2}<1-n\sum_k\frac{f_k}{s-E_k^2}=0 .$$

Its dielectric function increases above the poles and vanishes at $u$, so $u\le s$ would make the left side non-negative. Hence $s<u$.

**One excitation.** With a single energy $E$ and strength $f$, the zero is $s=E^2+nf$. Both bounds are then equalities, and $s_-=s_+$.

## The model in Lean

The excitations are indexed by a finite type `ι`.

```lean
import Mathlib

open Filter Topology

namespace ExcitonLossPeak

noncomputable section

variable {ι : Type*} [Fintype ι]
```

The functions `f` and `E` assign a real strength and energy to each index. The definition itself imposes no signs; positivity enters as hypotheses of the theorems.

```lean
/-- Dielectric function at squared frequency `s`, for excitations of energies `E k` and
oscillator strengths `f k` at density `n`. -/
def eps (f E : ι → ℝ) (n s : ℝ) : ℝ := 1 + n * ∑ k, f k / (E k ^ 2 - s)
```

The first condition of `IsLossPeak` keeps `s` strictly above every pole, so a loss peak never involves a division by zero.

```lean
/-- A loss peak is a zero of the dielectric function lying above all absorption poles. -/
def IsLossPeak (f E : ι → ℝ) (n s : ℝ) : Prop :=
  (∀ k, E k ^ 2 < s) ∧ eps f E n s = 0
```

A different definition would count every zero away from the poles. Uniqueness would then fail as soon as two excitation energies differ, because $\varepsilon$ runs from $-\infty$ to $+\infty$ between neighbouring distinct poles and vanishes in between. Such a lower zero stays between its two poles at all densities, so its ratio to $nF$ tends to $0$ instead of $1$.

## Monotonicity and the unique zero

`eps_eq` is the reversal of denominators. It is used wherever the positive distances $s-E_k^2$ are needed.

```lean
/-- The dielectric function written with the distances `s - E k ^ 2` from the poles. -/
theorem eps_eq (f E : ι → ℝ) (n s : ℝ) :
    eps f E n s = 1 - n * ∑ k, f k / (s - E k ^ 2) := by
  have h : ∀ k, f k / (E k ^ 2 - s) = -(f k / (s - E k ^ 2)) := fun k => by
    rw [← div_neg, neg_sub]
  unfold eps
  rw [Finset.sum_congr rfl (fun k _ => h k), Finset.sum_neg_distrib]
  ring
```

The monotonicity proof compares the two sums term by term. `Nonempty ι` supplies at least one strict inequality; without any excitation, $\varepsilon$ would be constant.

```lean
/-- Above all absorption poles the dielectric function increases strictly with frequency. -/
theorem eps_lt_eps [Nonempty ι] {f E : ι → ℝ} {n s u : ℝ} (hf : ∀ k, 0 < f k) (hn : 0 < n)
    (hs : ∀ k, E k ^ 2 < s) (hsu : s < u) : eps f E n s < eps f E n u := by
  rw [eps_eq, eps_eq]
  have h : ∑ k, f k / (u - E k ^ 2) < ∑ k, f k / (s - E k ^ 2) :=
    Finset.sum_lt_sum_of_nonempty Finset.univ_nonempty fun k _ =>
      div_lt_div_of_pos_left (hf k) (sub_pos.2 (hs k)) (by linarith)
  have h' := mul_lt_mul_of_pos_left h hn
  linarith
```

For existence, `Finite.exists_max` picks an index `t` with the largest squared energy. The facts `ha` and `hb` are the sign estimates at $s_-$ and $s_+$, `hc` is continuity on the interval between them, and `intermediate_value_Icc` produces the zero. For uniqueness, a second zero `y` is compared with `s`: if either were smaller, `eps_lt_eps` would contradict the two zero conditions. The energies need not be positive here, since only their squares occur.

```lean
/-- At every positive density there is exactly one loss peak above the absorption poles. -/
theorem existsUnique_lossPeak [Nonempty ι] {f E : ι → ℝ} {n : ℝ} (hf : ∀ k, 0 < f k)
    (hn : 0 < n) : ∃! s, IsLossPeak f E n s := by
  obtain ⟨t, ht⟩ := Finite.exists_max (fun k => E k ^ 2)
  have ht' : ∀ k, E k ^ 2 ≤ E t ^ 2 := ht
  have hft : f t ≤ ∑ k, f k :=
    Finset.single_le_sum (fun k _ => (hf k).le) (Finset.mem_univ t)
  have hF : 0 < ∑ k, f k := lt_of_lt_of_le (hf t) hft
  have hnt : 0 < n * f t := mul_pos hn (hf t)
  have hnF : 0 < n * ∑ k, f k := mul_pos hn hF
  have hab : E t ^ 2 + n * f t ≤ E t ^ 2 + n * ∑ k, f k := by
    have := mul_le_mul_of_nonneg_left hft hn.le
    linarith
  have above : ∀ x, E t ^ 2 + n * f t ≤ x → ∀ k, E k ^ 2 < x := fun x hx k => by
    have := ht' k
    linarith
  -- at distance `n * f t` above the top pole, that pole alone makes the function non-positive
  have ha : eps f E n (E t ^ 2 + n * f t) ≤ 0 := by
    rw [eps_eq]
    have h1 : f t / (E t ^ 2 + n * f t - E t ^ 2)
        ≤ ∑ k, f k / (E t ^ 2 + n * f t - E k ^ 2) :=
      Finset.single_le_sum (f := fun k => f k / (E t ^ 2 + n * f t - E k ^ 2))
        (fun k _ => (div_pos (hf k) (sub_pos.2 (above _ le_rfl k))).le) (Finset.mem_univ t)
    have h2 := mul_le_mul_of_nonneg_left h1 hn.le
    have h3 : n * (f t / (E t ^ 2 + n * f t - E t ^ 2)) = 1 := by
      rw [add_sub_cancel_left, ← mul_div_assoc, div_self hnt.ne']
    linarith
  -- far enough above it, the function is non-negative
  have hb : 0 ≤ eps f E n (E t ^ 2 + n * ∑ k, f k) := by
    rw [eps_eq]
    have h1 : ∑ k, f k / (E t ^ 2 + n * (∑ j, f j) - E k ^ 2)
        ≤ ∑ k, f k / (n * ∑ j, f j) :=
      Finset.sum_le_sum fun k _ => div_le_div_of_nonneg_left (hf k).le hnF (by
        have := ht' k
        linarith)
    rw [← Finset.sum_div] at h1
    have h2 := mul_le_mul_of_nonneg_left h1 hn.le
    rw [← mul_div_assoc, div_self hnF.ne'] at h2
    linarith
  have hc : ContinuousOn (eps f E n)
      (Set.Icc (E t ^ 2 + n * f t) (E t ^ 2 + n * ∑ k, f k)) := by
    unfold eps
    exact continuousOn_const.add (continuousOn_const.mul
      (continuousOn_finsetSum _ fun k _ => continuousOn_const.div
        (continuousOn_const.sub continuousOn_id)
        (fun x hx => (sub_neg.2 (above x hx.1 k)).ne)))
  obtain ⟨s, hs, hs0⟩ := intermediate_value_Icc hab hc ⟨ha, hb⟩
  refine ⟨s, ⟨above s hs.1, hs0⟩, fun y hy => ?_⟩
  rcases lt_trichotomy y s with h | h | h
  · have := eps_lt_eps hf hn hy.1 h
    linarith [hy.2]
  · exact h
  · have := eps_lt_eps hf hn (above s hs.1) h
    linarith [hy.2]
```

## Bounds on the peak and its shift with density

The next theorem is the lower bound with the weighted mean, which is sharper than the one with $E_b^2$ whenever the energies are not all equal. In its proof `h1` is the zero condition, `hc` is Cauchy-Schwarz and `he` expands the first factor. The `calc` block combines them into $nF^2\le Fs-\sum_k f_kE_k^2$, and `h4` divides by $F$.

```lean
/-- The squared loss-peak frequency is at least `n F` plus the mean of the squared excitation
energies weighted by oscillator strength, where `F` is the total strength. -/
theorem mean_add_le_lossPeak [Nonempty ι] {f E : ι → ℝ} {n s : ℝ} (hf : ∀ k, 0 < f k)
    (hn : 0 < n) (hs : IsLossPeak f E n s) :
    (∑ k, f k * E k ^ 2) / (∑ k, f k) + n * ∑ k, f k ≤ s := by
  have hF : 0 < ∑ k, f k := Finset.sum_pos (fun k _ => hf k) Finset.univ_nonempty
  have hd : ∀ k, 0 < s - E k ^ 2 := fun k => sub_pos.2 (hs.1 k)
  have h1 : n * ∑ k, f k / (s - E k ^ 2) = 1 := by
    have := hs.2
    rw [eps_eq] at this
    linarith
  -- Cauchy-Schwarz between the distances to the poles and their inverses
  have hc : (∑ k, f k) ^ 2
      ≤ (∑ k, f k * (s - E k ^ 2)) * ∑ k, f k / (s - E k ^ 2) :=
    Finset.sum_sq_le_sum_mul_sum_of_sq_le_mul Finset.univ
      (fun k _ => (mul_pos (hf k) (hd k)).le) (fun k _ => (div_pos (hf k) (hd k)).le)
      (fun k _ => le_of_eq (by
        have := (hd k).ne'
        field_simp))
  have he : ∑ k, f k * (s - E k ^ 2) = (∑ k, f k) * s - ∑ k, f k * E k ^ 2 := by
    simp only [mul_sub, Finset.sum_sub_distrib, ← Finset.sum_mul]
  have h3 : n * (∑ k, f k) ^ 2 ≤ (∑ k, f k) * s - ∑ k, f k * E k ^ 2 := by
    calc n * (∑ k, f k) ^ 2
        ≤ n * ((∑ k, f k * (s - E k ^ 2)) * ∑ k, f k / (s - E k ^ 2)) :=
          mul_le_mul_of_nonneg_left hc hn.le
      _ = (∑ k, f k * (s - E k ^ 2)) * (n * ∑ k, f k / (s - E k ^ 2)) := by ring
      _ = _ := by rw [h1, mul_one, he]
  have h4 : (∑ k, f k * E k ^ 2) / (∑ k, f k) ≤ s - n * ∑ k, f k := by
    rw [div_le_iff₀ hF]
    linarith
  linarith
```

The upper bound replaces each distance by the distance to the top pole. Positive energies are assumed so that $E_k\le E_t$ implies $E_k^2\le E_t^2$.

```lean
/-- The squared loss-peak frequency exceeds the highest squared excitation energy by at most
density times total oscillator strength. -/
theorem lossPeak_le {f E : ι → ℝ} {n s : ℝ} {t : ι} (hf : ∀ k, 0 < f k) (hE : ∀ k, 0 < E k)
    (ht : ∀ k, E k ≤ E t) (hn : 0 < n) (hs : IsLossPeak f E n s) :
    s ≤ E t ^ 2 + n * ∑ k, f k := by
  have h0 := hs.2
  rw [eps_eq] at h0
  have hd : 0 < s - E t ^ 2 := sub_pos.2 (hs.1 t)
  have h1 : ∑ k, f k / (s - E k ^ 2) ≤ ∑ k, f k / (s - E t ^ 2) :=
    Finset.sum_le_sum fun k _ => div_le_div_of_nonneg_left (hf k).le hd (by
      have := pow_le_pow_left₀ (hE k).le (ht k) 2
      linarith)
  rw [← Finset.sum_div] at h1
  have h2 := mul_le_mul_of_nonneg_left h1 hn.le
  have h3 : 1 ≤ n * (∑ k, f k) / (s - E t ^ 2) := by
    rw [mul_div_assoc]
    linarith
  rw [le_div_iff₀ hd] at h3
  linarith
```

In the comparison of two densities, `s` is the peak at `n` and `u` the peak at `m`. The fact `hneg` says that the denser medium has a negative dielectric function at the old peak. The proof then rules out both $u=s$ and $u<s$.

```lean
/-- The loss peak moves strictly to higher frequency when the density grows. -/
theorem lossPeak_lt_of_density_lt [Nonempty ι] {f E : ι → ℝ} {n m s u : ℝ}
    (hf : ∀ k, 0 < f k) (hn : 0 < n) (hnm : n < m) (hs : IsLossPeak f E n s)
    (hu : IsLossPeak f E m u) : s < u := by
  have hS : 0 < ∑ k, f k / (s - E k ^ 2) :=
    Finset.sum_pos (fun k _ => div_pos (hf k) (sub_pos.2 (hs.1 k))) Finset.univ_nonempty
  -- at the old peak the denser medium has a negative dielectric function
  have hneg : eps f E m s < 0 := by
    have h0 := hs.2
    rw [eps_eq] at h0 ⊢
    have := mul_lt_mul_of_pos_right hnm hS
    linarith
  by_contra h
  rcases eq_or_lt_of_le (not_lt.1 h) with h | h
  · rw [← h, hu.2] at hneg
    exact lt_irrefl _ hneg
  · have := eps_lt_eps hf (hn.trans hnm) hu.1 h
    linarith [hu.2]
```

## The peak as a function of density

The final theorem assumes positive strengths and energies, together with indices `b` and `t` at which the lowest and highest energies are attained. The existence of `t` already makes the set of excitations nonempty. The conclusion provides a function `s : ℝ → ℝ` with four properties:

- For every positive `n`, a number `x` is a loss peak exactly when `x = s n`. This expresses existence and uniqueness together.
- For every positive `n`, the value `s n` obeys the two bounds.
- As `n` tends to zero from above, written `𝓝[>] 0`, `s n` tends to `E t ^ 2`.
- As `n` grows without limit, written `atTop`, `s n` divided by $nF$ tends to one.

The values of `s` at zero or negative density carry no physical meaning, and none of the four properties depends on them.

The proof uses `choose` to turn the existence of a peak at each density into a function. The fact `hbd` collects the bounds, with `h2` showing that the weighted mean is at least $E_b^2$. Each limit is a squeeze: the first uses the top pole and the upper bound, the second both bounds divided by $nF$. There, `lim` gives the limit of the outer expressions and `split` puts them over a common denominator.

```lean
/-- At each positive density `n` the unique loss peak `s n` lies between the lowest and the highest
squared excitation energy, each shifted by `n F`, where `F` is the total strength. It tends to the
highest squared excitation energy as `n` tends to zero from above, and `s n / (n F)` tends to one as
`n` grows without limit. -/
theorem lossPeak_bounds_and_limits {f E : ι → ℝ} {b t : ι} (hf : ∀ k, 0 < f k)
    (hE : ∀ k, 0 < E k) (hb : ∀ k, E b ≤ E k) (ht : ∀ k, E k ≤ E t) :
    ∃ s : ℝ → ℝ,
      (∀ n, 0 < n → ∀ x, IsLossPeak f E n x ↔ x = s n) ∧
      (∀ n, 0 < n → E b ^ 2 + n * ∑ k, f k ≤ s n ∧ s n ≤ E t ^ 2 + n * ∑ k, f k) ∧
      Tendsto s (𝓝[>] 0) (𝓝 (E t ^ 2)) ∧
      Tendsto (fun n => s n / (n * ∑ k, f k)) atTop (𝓝 1) := by
  have : Nonempty ι := ⟨t⟩
  have hF : 0 < ∑ k, f k := Finset.sum_pos (fun k _ => hf k) Finset.univ_nonempty
  have hex : ∀ n : ℝ, ∃ x, 0 < n → IsLossPeak f E n x := fun n => by
    by_cases hn : 0 < n
    · obtain ⟨x, hx, _⟩ := existsUnique_lossPeak (E := E) hf hn
      exact ⟨x, fun _ => hx⟩
    · exact ⟨0, fun h => absurd h hn⟩
  choose s hs using hex
  have hbd : ∀ n, 0 < n →
      E b ^ 2 + n * ∑ k, f k ≤ s n ∧ s n ≤ E t ^ 2 + n * ∑ k, f k := fun n hn => by
    refine ⟨?_, lossPeak_le hf hE ht hn (hs n hn)⟩
    have h1 := mean_add_le_lossPeak hf hn (hs n hn)
    -- the weighted mean is at least the smallest squared energy
    have h2 : E b ^ 2 ≤ (∑ k, f k * E k ^ 2) / ∑ k, f k := by
      rw [le_div_iff₀ hF, mul_comm, Finset.sum_mul]
      exact Finset.sum_le_sum fun k _ =>
        mul_le_mul_of_nonneg_left (pow_le_pow_left₀ (hE b).le (hb k) 2) (hf k).le
    linarith
  refine ⟨s, fun n hn x => ⟨fun hx => (existsUnique_lossPeak hf hn).unique hx (hs n hn),
    fun hx => hx ▸ hs n hn⟩, hbd, ?_, ?_⟩
  · -- squeeze between the top pole and the upper bound
    have hc : Continuous (fun n : ℝ => E t ^ 2 + n * ∑ k, f k) := by fun_prop
    have h0 := hc.tendsto 0
    simp only [zero_mul, add_zero] at h0
    refine tendsto_of_tendsto_of_tendsto_of_le_of_le' tendsto_const_nhds
      (h0.mono_left nhdsWithin_le_nhds) ?_ ?_
    · filter_upwards [self_mem_nhdsWithin] with n hn
      exact ((hs n hn).1 t).le
    · filter_upwards [self_mem_nhdsWithin] with n hn
      exact (hbd n hn).2
  · -- both bounds divided by `n F` tend to one
    have lim : ∀ c : ℝ, Tendsto (fun n : ℝ => c / (n * ∑ k, f k) + 1) atTop (𝓝 1) := by
      intro c
      have h1 : Tendsto (fun n : ℝ => n * ∑ k, f k) atTop atTop :=
        tendsto_id.atTop_mul_const hF
      have h2 := (h1.const_div_atTop c).add_const 1
      rwa [zero_add] at h2
    have split : ∀ c n : ℝ, 0 < n →
        c / (n * ∑ k, f k) + 1 = (c + n * ∑ k, f k) / (n * ∑ k, f k) := fun c n hn => by
      rw [add_div, div_self (mul_pos hn hF).ne']
    refine tendsto_of_tendsto_of_tendsto_of_le_of_le' (lim (E b ^ 2)) (lim (E t ^ 2)) ?_ ?_
    · filter_upwards [eventually_gt_atTop 0] with n hn
      rw [split _ n hn]
      exact (div_le_div_iff_of_pos_right (mul_pos hn hF)).2 (hbd n hn).1
    · filter_upwards [eventually_gt_atTop 0] with n hn
      rw [split _ n hn]
      exact (div_le_div_iff_of_pos_right (mul_pos hn hF)).2 (hbd n hn).2

end

end ExcitonLossPeak
```

The theorem concerns real, undamped response with finitely many excitations. It does not treat a continuum of transitions, linewidths, dependence on momentum, or excitation energies and strengths that themselves change with density.

```lean
#print axioms ExcitonLossPeak.existsUnique_lossPeak
#print axioms ExcitonLossPeak.lossPeak_lt_of_density_lt
#print axioms ExcitonLossPeak.lossPeak_bounds_and_limits
```

```
'ExcitonLossPeak.existsUnique_lossPeak' depends on axioms: [propext, Classical.choice, Quot.sound]
'ExcitonLossPeak.lossPeak_lt_of_density_lt' depends on axioms: [propext, Classical.choice, Quot.sound]
'ExcitonLossPeak.lossPeak_bounds_and_limits' depends on axioms: [propext, Classical.choice, Quot.sound]
```
